# The TGTG formula for two scatterers in finite matrix form

To find the interaction energy of two impurities among non-interacting electrons, I compute $\ln|\det(1-G_0V)|$ on a grid of imaginary energies, once for both impurities and once for each alone, and subtract. When the impurities are far apart, the difference can be so small that it gets lost in rounding. The TGTG formula replaces the subtraction by one determinant,

$$\det(1-G_0(V_1+V_2))=\det(1-G_0V_1)\det(1-G_0V_2)\det(1-G_0t_1G_0t_2),$$

where $G_0$ is the free Green's matrix, $V_1,V_2$ are the potentials and $t_i=V_i(1-G_0V_i)^{-1}$. Can this be proved rigorously for finite matrices, with a machine-checked proof?

## One round trip between two invertible factors

Yes, provided that $1-G_0V_1$ and $1-G_0V_2$ are invertible. The definition of $t_2$ gives $t_2(1-G_0V_2)=V_2$. Since $G_0V_1$ commutes with $1-G_0V_1$,

$$(1-G_0V_1)G_0t_1=G_0V_1(1-G_0V_1)(1-G_0V_1)^{-1}=G_0V_1.$$

Now put the round trip $G_0t_1G_0t_2$ between the two single-scatterer matrices:

$$\begin{aligned}
&(1-G_0V_1)(1-G_0t_1G_0t_2)(1-G_0V_2)\\
&\quad=(1-G_0V_1)(1-G_0V_2)-[(1-G_0V_1)G_0t_1]\,G_0\,[t_2(1-G_0V_2)]\\
&\quad=(1-G_0V_1)(1-G_0V_2)-G_0V_1G_0V_2\\
&\quad=1-G_0(V_1+V_2).
\end{aligned}$$

Taking determinants gives the formula. As the single-scatterer factors are nonzero over a field, the joint determinant vanishes exactly when the interaction determinant does. That is also exactly when $\psi=G_0(V_1+V_2)\psi$ has a nonzero solution. Over $\mathbb C$, if the joint determinant is nonzero, taking logarithms of moduli turns the product into your subtraction.

If the scatterers occupy disjoint sets of sites, keep only the rows and columns of $G_0$ on those sites: sites without a potential do not change the determinant. Write $g_{ij}$ for the blocks of this matrix, $v_i$ for the local potentials and $t_i=v_i(1-g_{ii}v_i)^{-1}$ for the local T-matrices. With $V=V_1+V_2$,

$$1-G_0V=\begin{pmatrix}1&-g_{12}t_2\\-g_{21}t_1&1\end{pmatrix}\begin{pmatrix}1-g_{11}v_1&0\\0&1-g_{22}v_2\end{pmatrix}.$$

The first factor has determinant $\det(1-g_{12}t_2g_{21}t_1)$, which equals $\det(1-t_1g_{12}t_2g_{21})$ because $\det(1-AB)=\det(1-BA)$.

With one site each, the blocks are numbers and the interaction factor is $1-\tau_1g_{12}\tau_2g_{21}$, with $\tau_i=v_i/(1-g_{ii}v_i)$. If $g_{12}$ or $g_{21}$ is zero at some energy, the factor is 1 and that energy contributes nothing to the interaction energy.

For distant impurities the product $x=\tau_1g_{12}\tau_2g_{21}$ is often tiny, and forming $1-x$ before taking the logarithm can then round it away. Where $|x|$ is that small, use $\ln|1-x|\approx-\mathrm{Re}\,x$, which is correct to first order in $x$. For larger scatterers, the first-order term is $-\mathrm{Re}\,\mathrm{tr}(t_1g_{12}t_2g_{21})$. Distance alone does not make $x$ small: in a clean one-dimensional metal, $|g_{12}|$ does not decay with distance at the Fermi energy.

Here is the whole development in Lean:

```lean
import Mathlib

open Matrix

namespace TwoScattererDeterminant

noncomputable section

variable {R K m n : Type*} [CommRing R] [Field K]
  [Fintype m] [DecidableEq m] [Fintype n] [DecidableEq n]

/-- The T-matrix `V (1 - G V)⁻¹` of a scatterer `V` in a medium with Green's matrix `G`,
meaningful when `1 - G V` is invertible. -/
def tMatrix (G V : Matrix n n R) : Matrix n n R := V * (1 - G * V)⁻¹

/-- The T-matrix times `1 - G V` gives back the bare potential. -/
theorem tMatrix_mul (G V : Matrix n n R) (h : IsUnit (1 - G * V).det) :
    tMatrix G V * (1 - G * V) = V := by
  unfold tMatrix
  rw [Matrix.mul_assoc, Matrix.nonsing_inv_mul _ h, Matrix.mul_one]

/-- Multiplying `G t` from the left by `1 - G V` gives `G V`. -/
theorem mul_green_tMatrix (G V : Matrix n n R) (h : IsUnit (1 - G * V).det) :
    (1 - G * V) * (G * tMatrix G V) = G * V := by
  have hW := Matrix.mul_nonsing_inv _ h
  unfold tMatrix
  generalize (1 - G * V)⁻¹ = W at hW ⊢
  -- `G V` commutes with `1 - G V`
  calc (1 - G * V) * (G * (V * W)) = G * V * ((1 - G * V) * W) := by noncomm_ring
    _ = G * V := by rw [hW, Matrix.mul_one]

/-- The matrix `1 - G0 (V1 + V2)` of two scatterers factorises into the two single-scatterer
matrices with the factor `1 - G0 t1 G0 t2` between them. -/
theorem two_scatterer_factorisation (G0 V1 V2 : Matrix n n R)
    (h1 : IsUnit (1 - G0 * V1).det) (h2 : IsUnit (1 - G0 * V2).det) :
    1 - G0 * (V1 + V2) =
      (1 - G0 * V1) * (1 - G0 * tMatrix G0 V1 * (G0 * tMatrix G0 V2)) * (1 - G0 * V2) := by
  have a1 := mul_green_tMatrix G0 V1 h1
  have a2 := tMatrix_mul G0 V2 h2
  generalize tMatrix G0 V1 = t1 at a1 ⊢
  generalize tMatrix G0 V2 = t2 at a2 ⊢
  symm
  calc (1 - G0 * V1) * (1 - G0 * t1 * (G0 * t2)) * (1 - G0 * V2)
      = (1 - G0 * V1) * (1 - G0 * V2)
          - ((1 - G0 * V1) * (G0 * t1)) * (G0 * (t2 * (1 - G0 * V2))) := by noncomm_ring
    _ = (1 - G0 * V1) * (1 - G0 * V2) - (G0 * V1) * (G0 * V2) := by rw [a1, a2]
    _ = 1 - G0 * (V1 + V2) := by noncomm_ring

/-- **TGTG formula.** The determinant of two scatterers is the product of the two
single-scatterer determinants and the interaction determinant `det (1 - G0 t1 G0 t2)`. -/
theorem tgtg_formula (G0 V1 V2 : Matrix n n R)
    (h1 : IsUnit (1 - G0 * V1).det) (h2 : IsUnit (1 - G0 * V2).det) :
    (1 - G0 * (V1 + V2)).det =
      (1 - G0 * V1).det * (1 - G0 * V2).det *
        (1 - G0 * tMatrix G0 V1 * (G0 * tMatrix G0 V2)).det := by
  rw [two_scatterer_factorisation G0 V1 V2 h1 h2, Matrix.det_mul, Matrix.det_mul]
  ring

/-- The homogeneous Lippmann-Schwinger equation `ψ = G0 (V1 + V2) ψ` has a nonzero solution
exactly when the interaction determinant vanishes. -/
theorem homogeneous_solution_iff (G0 V1 V2 : Matrix n n K)
    (h1 : (1 - G0 * V1).det ≠ 0) (h2 : (1 - G0 * V2).det ≠ 0) :
    (∃ ψ : n → K, ψ ≠ 0 ∧ ψ = (G0 * (V1 + V2)) *ᵥ ψ) ↔
      (1 - G0 * tMatrix G0 V1 * (G0 * tMatrix G0 V2)).det = 0 := by
  have e : (1 - G0 * (V1 + V2)).det = 0 ↔
      (1 - G0 * tMatrix G0 V1 * (G0 * tMatrix G0 V2)).det = 0 := by
    rw [tgtg_formula G0 V1 V2 h1.isUnit h2.isUnit, mul_eq_zero, mul_eq_zero]
    simp only [h1, h2, false_or]
  rw [← e, ← Matrix.exists_mulVec_eq_zero_iff]
  simp only [Matrix.sub_mulVec, Matrix.one_mulVec, sub_eq_zero]

/-- The log-determinant of two scatterers, less those of each scatterer alone, is the
logarithm of the modulus of the interaction determinant. -/
theorem log_interaction (G0 V1 V2 : Matrix n n ℂ)
    (h1 : (1 - G0 * V1).det ≠ 0) (h2 : (1 - G0 * V2).det ≠ 0)
    (h12 : (1 - G0 * (V1 + V2)).det ≠ 0) :
    Real.log ‖(1 - G0 * (V1 + V2)).det‖
        - Real.log ‖(1 - G0 * V1).det‖ - Real.log ‖(1 - G0 * V2).det‖ =
      Real.log ‖(1 - G0 * tMatrix G0 V1 * (G0 * tMatrix G0 V2)).det‖ := by
  have h := tgtg_formula G0 V1 V2 h1.isUnit h2.isUnit
  have h3 : (1 - G0 * tMatrix G0 V1 * (G0 * tMatrix G0 V2)).det ≠ 0 := by
    intro h0
    apply h12
    rw [h, h0, mul_zero]
  rw [h, norm_mul, norm_mul,
    Real.log_mul (mul_ne_zero (norm_ne_zero_iff.mpr h1) (norm_ne_zero_iff.mpr h2))
      (norm_ne_zero_iff.mpr h3),
    Real.log_mul (norm_ne_zero_iff.mpr h1) (norm_ne_zero_iff.mpr h2)]
  ring

/-- For scatterers on disjoint sets of sites, the joint determinant is the product of the two local
single-scatterer determinants and `det (1 - t1 g12 t2 g21)`, with T-matrices built from the local
blocks of the Green's matrix and `g12`, `g21` its blocks between the two sets. -/
theorem tgtg_disjoint (g11 v1 : Matrix m m R) (g22 v2 : Matrix n n R)
    (g12 : Matrix m n R) (g21 : Matrix n m R)
    (h1 : IsUnit (1 - g11 * v1).det) (h2 : IsUnit (1 - g22 * v2).det) :
    (1 - fromBlocks g11 g12 g21 g22 *
        (fromBlocks v1 0 0 0 + fromBlocks 0 0 0 v2)).det =
      (1 - g11 * v1).det * (1 - g22 * v2).det *
        (1 - tMatrix g11 v1 * g12 * tMatrix g22 v2 * g21).det := by
  have e1 := tMatrix_mul g11 v1 h1
  have e2 := tMatrix_mul g22 v2 h2
  generalize tMatrix g11 v1 = t1 at e1 ⊢
  generalize tMatrix g22 v2 = t2 at e2 ⊢
  have l : 1 - fromBlocks g11 g12 g21 g22 *
      (fromBlocks v1 0 0 0 + fromBlocks 0 0 0 v2) =
      fromBlocks (1 - g11 * v1) (-(g12 * v2)) (-(g21 * v1)) (1 - g22 * v2) := by
    rw [← Matrix.fromBlocks_one, Matrix.fromBlocks_add, Matrix.fromBlocks_multiply,
      sub_eq_add_neg, Matrix.fromBlocks_neg, Matrix.fromBlocks_add]
    simp [sub_eq_add_neg]
  -- split off the two isolated scatterers on the right
  have e : fromBlocks 1 (-(g12 * t2)) (-(g21 * t1)) 1 *
      fromBlocks (1 - g11 * v1) 0 0 (1 - g22 * v2) =
      fromBlocks (1 - g11 * v1) (-(g12 * v2)) (-(g21 * v1)) (1 - g22 * v2) := by
    rw [Matrix.fromBlocks_multiply]
    simp only [Matrix.neg_mul, Matrix.mul_assoc, e1, e2, Matrix.mul_zero, Matrix.one_mul,
      add_zero, zero_add]
  -- move `t1` to the front of the round trip
  have c : (1 - g12 * t2 * (g21 * t1)).det = (1 - t1 * g12 * t2 * g21).det := by
    rw [← Matrix.mul_assoc (g12 * t2) g21 t1, Matrix.det_one_sub_mul_comm]
    simp only [Matrix.mul_assoc]
  rw [l, ← e, Matrix.det_mul, Matrix.det_fromBlocks_one₂₂, Matrix.det_fromBlocks_zero₂₁,
    Matrix.neg_mul, Matrix.mul_neg, neg_neg, c]
  ring

/-- For two point scatterers of strengths `v1` and `v2`, the joint determinant is the product of the
two single-scatterer factors `1 - gii vi` and `1 - τ1 g12 τ2 g21` with the scalar T-matrices `τi =
vi / (1 - gii vi)`. -/
theorem tgtg_point_scatterers (g11 g12 g21 g22 v1 v2 : K)
    (h1 : 1 - g11 * v1 ≠ 0) (h2 : 1 - g22 * v2 ≠ 0) :
    (1 - !![g11, g12; g21, g22] * !![v1, 0; 0, v2]).det =
      (1 - g11 * v1) * (1 - g22 * v2) *
        (1 - v1 / (1 - g11 * v1) * g12 * (v2 / (1 - g22 * v2)) * g21) := by
  have hdet : (1 - !![g11, g12; g21, g22] * !![v1, 0; 0, v2]).det =
      (1 - g11 * v1) * (1 - g22 * v2) - g12 * v2 * (g21 * v1) := by
    simp [Matrix.det_fin_two]
  have e1 : v1 / (1 - g11 * v1) * (1 - g11 * v1) = v1 := div_mul_cancel₀ _ h1
  have e2 : v2 / (1 - g22 * v2) * (1 - g22 * v2) = v2 := div_mul_cancel₀ _ h2
  rw [hdet]
  generalize v1 / (1 - g11 * v1) = τ1 at e1 ⊢
  generalize v2 / (1 - g22 * v2) = τ2 at e2 ⊢
  linear_combination g12 * g21 * (τ2 * (1 - g22 * v2)) * e1 + g12 * g21 * v1 * e2

end

end TwoScattererDeterminant
```

```lean
#print axioms TwoScattererDeterminant.tgtg_formula
-- 'TwoScattererDeterminant.tgtg_formula' depends on axioms: [propext, Classical.choice, Quot.sound]
#print axioms TwoScattererDeterminant.homogeneous_solution_iff
-- 'TwoScattererDeterminant.homogeneous_solution_iff' depends on axioms: [propext, Classical.choice, Quot.sound]
#print axioms TwoScattererDeterminant.tgtg_disjoint
-- 'TwoScattererDeterminant.tgtg_disjoint' depends on axioms: [propext, Classical.choice, Quot.sound]
#print axioms TwoScattererDeterminant.tgtg_point_scatterers
-- 'TwoScattererDeterminant.tgtg_point_scatterers' depends on axioms: [propext, Classical.choice, Quot.sound]
```

In `tgtg_formula`, `G0`, `V1` and `V2` are square matrices over a commutative ring `R`, indexed by a finite type `n` of sites or basis functions. The hypotheses `h1` and `h2` say that the single-scatterer determinants are units; over a field this means nonzero. Physically, neither scatterer alone supports a nonzero solution of its homogeneous equation at the chosen energy. The potentials may overlap here; `tgtg_disjoint` separates them through `fromBlocks`, and `tgtg_point_scatterers` puts them on two different sites.

The sign in `1 - G0 * V` fits the convention $G_0=(E-H_0)^{-1}$, but `G0` is an arbitrary matrix: no Hamiltonian, energy or boundary condition enters. `log_interaction` concerns one such matrix and discards the phase of the determinant. The energy integral, continuum operators and three or more scatterers are not treated.

The lemmas `tMatrix_mul` and `mul_green_tMatrix` are the two identities for $t_2$ and $t_1$ above. In `two_scatterer_factorisation`, `generalize` replaces each T-matrix by a letter known only through its identity. The `calc` block then follows the displayed calculation, with `noncomm_ring` expanding products without reordering matrices. `tgtg_formula` applies `Matrix.det_mul` twice, and `ring` reorders the scalar factors.

`homogeneous_solution_iff` also assumes that both single-scatterer determinants are nonzero. In its proof, Mathlib's `Matrix.exists_mulVec_eq_zero_iff` links a zero determinant to a nonzero null vector. `log_interaction` first shows that the interaction determinant is nonzero, so that `Real.log_mul` applies.

In `tgtg_disjoint`, `l` computes the block matrix, `e` factorises it and `c` moves $t_1$ to the front. `tgtg_point_scatterers` expands the $2\times2$ determinant directly, and `linear_combination` finishes with the defining equations of $\tau_1$ and $\tau_2$.
